# Yang's linear bound for paired geminals: occupation at most half the mean particle number

When a correlated calculation has produced a two-particle density matrix, its pairing block can be checked by one diagonalisation. Let $b_p$ remove the spin-up and the spin-down electron from spatial orbital $p$. The block has entries $P_{pq}=\langle b_p^\dagger b_q\rangle$, and for a finite set of orthonormal orbitals its largest eigenvalue may not exceed half the mean electron number. A larger value shows that the matrix does not come from any fermionic state, or that a normalisation factor is wrong. A value within the limit is necessary for $N$-representability but does not establish it.

The eigenvalue is the occupation of a geminal, a two-electron function, in which each orbital's up mode is paired with its own down mode. Yang's bound concerns arbitrary two-fermion functions; the version proved here is for this paired form, in a fixed orbital basis.

## Splitting the particle number into pairs and single electrons

Let $a_{p\uparrow}$ and $a_{p\downarrow}$ be annihilation matrices. Writing $i,j$ for spin-orbitals, they satisfy

$$a_ia_j+a_ja_i=0,\qquad a_ia_j^\dagger+a_j^\dagger a_i=\delta_{ij}.$$

Put $n_i=a_i^\dagger a_i$, $N=\sum_i n_i$, $b_p=a_{p\downarrow}a_{p\uparrow}$ and $B=\sum_p c_pb_p$, with $\sum_p|c_p|^2=1$. The claim is that every vector $\psi$ satisfies

$$\|B\psi\|^2+\tfrac12\sum_p\|(n_{p\uparrow}-n_{p\downarrow})\psi\|^2\le\tfrac12\langle\psi,N\psi\rangle .$$

The linear bound $\|B\psi\|^2\le\frac12\langle\psi,N\psi\rangle$ follows at once, because the second term on the left is non-negative. For normalised $\psi$ the two sides of the linear bound are the geminal occupation and half the mean particle number; otherwise both carry a factor $\|\psi\|^2$. For normalised $\psi$ one also has $\|B\psi\|^2=\sum_{p,q}\overline{c_p}\,P_{pq}\,c_q$, which is the largest eigenvalue of $P$ when $c$ is a corresponding normalised eigenvector. For a mixed state, averaging the linear bound over the mixture at fixed $c$ gives the same limit.

Fix one orbital and write $u=a_{p\uparrow}$, $d=a_{p\downarrow}$. The first relation with $i=j$ gives $2u^2=0$, so $u^2=0$, and likewise $d^2=0$. Hence

$$n_\uparrow^2=u^\dagger(uu^\dagger)u=u^\dagger(1-u^\dagger u)u=u^\dagger u-u^\dagger u^\dagger uu=n_\uparrow,$$

and in the same way $n_\downarrow^2=n_\downarrow$. For the products, move $u$ past $d^\dagger$ and then past $d$:

$$n_\uparrow n_\downarrow=u^\dagger u\,d^\dagger d=-u^\dagger d^\dagger u\,d=u^\dagger d^\dagger d\,u=b_p^\dagger b_p .$$

Similarly, $n_\downarrow n_\uparrow=d^\dagger d\,u^\dagger u=-d^\dagger u^\dagger d\,u=u^\dagger d^\dagger d\,u=b_p^\dagger b_p$. Expanding the square therefore gives

$$(n_\uparrow-n_\downarrow)^2=n_\uparrow+n_\downarrow-2b_p^\dagger b_p .$$

The difference $n_\uparrow-n_\downarrow$ is Hermitian, and $\langle\psi,A^\dagger A\psi\rangle=\|A\psi\|^2$ for any matrix $A$. Taking expectations and summing over orbitals yields

$$\langle\psi,N\psi\rangle=2\sum_p\|b_p\psi\|^2+\sum_p\|(n_{p\uparrow}-n_{p\downarrow})\psi\|^2 .$$

The first sum counts pairs and the second counts singly occupied orbitals.

It remains to compare $B$ with the individual $b_p$. For each component $x$ of the vectors, the triangle inequality and Cauchy–Schwarz give

$$|(B\psi)_x|^2\le\Big(\sum_p|c_p|\,|(b_p\psi)_x|\Big)^2\le\Big(\sum_p|c_p|^2\Big)\sum_p|(b_p\psi)_x|^2=\sum_p|(b_p\psi)_x|^2 .$$

Summing over $x$ gives $\|B\psi\|^2\le\sum_p\|b_p\psi\|^2$. Half of the number identity then turns this into the claim.

## Two electrons in two orbitals

Let $|0\rangle$ be the normalised vacuum and take

$$\psi=0.8\,b_1^\dagger|0\rangle+0.6\,a_{1\uparrow}^\dagger a_{2\uparrow}^\dagger|0\rangle,\qquad c=(0.6,\,0.8).$$

The state is normalised and has $\langle N\rangle=2$, so the linear bound is $1$. Only $b_1$ finds a pair, so $B\psi=0.6\cdot0.8\,|0\rangle$ and the occupation is $0.48^2=0.2304$. Each orbital is singly occupied with probability $0.36$, so the second term of the sharper bound is $\frac12(0.36+0.36)=0.36$. The left side is $0.5904$, below $1$.

With $c=(1,0)$ the occupation rises to $0.64$. The sharper bound is then an equality, $0.64+0.36=1$, while the linear bound still leaves a gap of $0.36$.

## Fermion matrices and the geminal in Lean

The type `n` labels the basis vectors of the state space, `ι` the spatial orbitals and `κ` a general set of modes. All three are finite.

```lean
import Mathlib

open Matrix

namespace PairedGeminalBound

noncomputable section

variable {n ι κ : Type*} [Fintype n] [Fintype ι] [Fintype κ]
```

The structure `CAR` states the anticommutation relations, with `ᴴ` for the conjugate transpose. The field `anti` includes equal indices, which gives the exclusion principle. The fields `same` and `diff` together express that the spin-orbitals are orthonormal, so an overlapping atomic basis has to be orthogonalised first. Neither a vacuum nor a particular matrix dimension is assumed.

```lean
/-- The canonical anticommutation relations for annihilation matrices `a i`. -/
structure CAR [DecidableEq n] (a : κ → Matrix n n ℂ) : Prop where
  anti : ∀ i j, a i * a j + a j * a i = 0
  same : ∀ i, a i * (a i)ᴴ + (a i)ᴴ * a i = 1
  diff : ∀ i j, i ≠ j → a i * (a j)ᴴ + (a j)ᴴ * a i = 0
```

States are complex vectors, not necessarily normalised, and `weight` is their squared Euclidean norm.

```lean
/-- The squared norm of a state vector. -/
def weight (v : n → ℂ) : ℝ := ∑ x, ‖v x‖ ^ 2
```

`expect` takes the real part of $\langle\psi,A\psi\rangle$. For a Hermitian matrix such as $N$ this is the whole value.

```lean
/-- The real part of the expectation value `⟨ψ, A ψ⟩`. -/
def expect (A : Matrix n n ℂ) (ψ : n → ℂ) : ℝ := (star ψ ⬝ᵥ (A *ᵥ ψ)).re
```

The number operators follow the usual definitions.

```lean
/-- The occupation number operator of the spin-orbital `i`. -/
def number (a : κ → Matrix n n ℂ) (i : κ) : Matrix n n ℂ := (a i)ᴴ * a i

/-- The total particle number operator. -/
def totalNumber (a : κ → Matrix n n ℂ) : Matrix n n ℂ := ∑ i, number a i
```

A spin-orbital is a pair `(p, s)`, where `true` means up and `false` means down. The order of the factors in `pairAnn` fixes the sign of $b_p$.

```lean
/-- The operator removing an up and a down electron (`true` and `false`) from orbital `p`. -/
def pairAnn (a : ι × Bool → Matrix n n ℂ) (p : ι) : Matrix n n ℂ :=
  a (p, false) * a (p, true)
```

`geminal c a` is $B$, the operator that removes the pair. Its adjoint creates the pair with amplitudes $\overline{c_p}$.

```lean
/-- The linear combination of the pair-removing operators `pairAnn a p` with coefficients `c p`. -/
def geminal (c : ι → ℂ) (a : ι × Bool → Matrix n n ℂ) : Matrix n n ℂ :=
  ∑ p, c p • pairAnn a p
```

## Norms and Cauchy–Schwarz

Three auxiliary lemmas carry sums through expectation values and through the action of $B$ on a vector.

```lean
private lemma expect_add (A B : Matrix n n ℂ) (ψ : n → ℂ) :
    expect (A + B) ψ = expect A ψ + expect B ψ := by
  simp only [expect, Matrix.add_mulVec, dotProduct_add, Complex.add_re]

private lemma expect_sum (f : κ → Matrix n n ℂ) (ψ : n → ℂ) :
    expect (∑ i, f i) ψ = ∑ i, expect (f i) ψ :=
  map_sum (AddMonoidHom.mk' (fun A : Matrix n n ℂ => expect A ψ)
    (fun A B => expect_add A B ψ)) f Finset.univ

private lemma geminal_mulVec (c : ι → ℂ) (a : ι × Bool → Matrix n n ℂ) (ψ : n → ℂ) :
    geminal c a *ᵥ ψ = ∑ p, c p • (pairAnn a p *ᵥ ψ) :=
  (map_sum (AddMonoidHom.mk' (fun A : Matrix n n ℂ => A *ᵥ ψ)
    (fun A B => Matrix.add_mulVec A B ψ)) (fun p => c p • pairAnn a p) Finset.univ).trans
    (Finset.sum_congr rfl fun _ _ => Matrix.smul_mulVec _ _ _)
```

The next theorem is $\langle\psi,A^\dagger A\psi\rangle=\|A\psi\|^2$. Its proof moves $A^\dagger$ to the left-hand vector and recognises each term as a squared modulus.

```lean
/-- The expectation value of `A* A` is the squared norm of `A ψ`. -/
theorem expect_adjoint_mul (A : Matrix n n ℂ) (ψ : n → ℂ) :
    expect (Aᴴ * A) ψ = weight (A *ᵥ ψ) := by
  rw [expect, ← Matrix.mulVec_mulVec, Matrix.dotProduct_mulVec, ← Matrix.star_mulVec,
    weight, dotProduct, Complex.re_sum]
  refine Finset.sum_congr rfl fun x _ => ?_
  have h : star ((A *ᵥ ψ) x) * (A *ᵥ ψ) x = ((‖(A *ᵥ ψ) x‖ ^ 2 : ℝ) : ℂ) := by
    rw [Complex.ofReal_pow]
    exact Complex.conj_mul' _
  rw [Pi.star_apply, h, Complex.ofReal_re]
```

In `geminal_le_pairs`, the hypothesis `hc` says that the geminal is normalised; it also rules out an empty set of orbitals. The proof exchanges the sums over components and orbitals, then works at fixed `x`: `h1` is the triangle inequality and `h2` is Cauchy–Schwarz. The anticommutation relations are not used here.

```lean
/-- The occupation of a normalised paired geminal is at most the mean number of pairs. -/
theorem geminal_le_pairs (c : ι → ℂ) (hc : ∑ p, ‖c p‖ ^ 2 = 1)
    (a : ι × Bool → Matrix n n ℂ) (ψ : n → ℂ) :
    weight (geminal c a *ᵥ ψ) ≤ ∑ p, weight (pairAnn a p *ᵥ ψ) := by
  rw [geminal_mulVec]
  simp only [weight]
  rw [Finset.sum_comm]
  refine Finset.sum_le_sum fun x _ => ?_
  -- Cauchy-Schwarz over the orbitals, component by component
  have h1 : ‖(∑ p, c p • (pairAnn a p *ᵥ ψ)) x‖ ≤ ∑ p, ‖c p‖ * ‖(pairAnn a p *ᵥ ψ) x‖ := by
    rw [Finset.sum_apply]
    refine (norm_sum_le _ _).trans (le_of_eq ?_)
    exact Finset.sum_congr rfl fun p _ => by rw [Pi.smul_apply, smul_eq_mul, norm_mul]
  have h2 := Finset.sum_mul_sq_le_sq_mul_sq Finset.univ (fun p => ‖c p‖)
    (fun p => ‖(pairAnn a p *ᵥ ψ) x‖)
  rw [hc, one_mul] at h2
  exact (pow_le_pow_left₀ (norm_nonneg _) h1 2).trans h2
```

## The operator identity and the bounds

`number_add_number` is the identity for one orbital, with the square written as an adjoint times the matrix itself. The proof first collects the relations it needs, including $u^2=d^2=0$, and renames the four matrices `u`, `d`, `U`, `D`, the capitals being the adjoints. Then `h1` and `h2` are the idempotence of the two occupation numbers, and `h3` and `h4` are the two product formulas. Each `linear_combination` lists the relations used, multiplied on the left and right as in the derivation, and `noncomm_ring` checks the remaining algebra without commuting any factors.

```lean
variable [DecidableEq n]

omit [Fintype ι] in
/-- In each orbital, `n_up + n_down` is twice the pair number `b* b` plus the square of
`n_up - n_down`. -/
theorem number_add_number {a : ι × Bool → Matrix n n ℂ} (h : CAR a) (p : ι) :
    number a (p, true) + number a (p, false) =
      (pairAnn a p)ᴴ * pairAnn a p + (pairAnn a p)ᴴ * pairAnn a p +
      (number a (p, true) - number a (p, false))ᴴ *
        (number a (p, true) - number a (p, false)) := by
  simp only [number, pairAnn, conjTranspose_sub, conjTranspose_mul, conjTranspose_conjTranspose]
  have hsq : ∀ i, a i * a i = 0 := fun i => calc
    a i * a i = (1 / 2 : ℂ) • (a i * a i + a i * a i) := by module
    _ = 0 := by rw [h.anti, smul_zero]
  have huu := hsq (p, true)
  have hdd := hsq (p, false)
  have hud := h.anti (p, true) (p, false)
  have hUD : (a (p, true))ᴴ * (a (p, false))ᴴ + (a (p, false))ᴴ * (a (p, true))ᴴ = 0 := by
    rw [← conjTranspose_mul, ← conjTranspose_mul, ← conjTranspose_add, h.anti,
      conjTranspose_zero]
  have hu := h.same (p, true)
  have hd := h.same (p, false)
  have huD := h.diff (p, true) (p, false) (by simp)
  have hdU := h.diff (p, false) (p, true) (by simp)
  generalize (a (p, true))ᴴ = U at *
  generalize (a (p, false))ᴴ = D at *
  generalize a (p, true) = u at *
  generalize a (p, false) = d at *
  -- occupation numbers are idempotent, and their product counts pairs
  have h1 : U * u * (U * u) = U * u := by
    linear_combination (norm := noncomm_ring) U * hu * u - U * U * huu
  have h2 : D * d * (D * d) = D * d := by
    linear_combination (norm := noncomm_ring) D * hd * d - D * D * hdd
  have h3 : U * u * (D * d) = U * D * (d * u) := by
    linear_combination (norm := noncomm_ring) U * huD * d - U * D * hud
  have h4 : D * d * (U * u) = U * D * (d * u) := by
    linear_combination (norm := noncomm_ring) D * hdU * u - hUD * (d * u)
  linear_combination (norm := noncomm_ring) h3 + h4 - h1 - h2
```

Taking expectations and summing over orbitals gives the split of the particle number.

```lean
/-- The mean particle number is twice the mean number of pairs plus the mean of
`(n_up - n_down)²` summed over orbitals. -/
theorem expect_totalNumber {a : ι × Bool → Matrix n n ℂ} (h : CAR a) (ψ : n → ℂ) :
    expect (totalNumber a) ψ = 2 * ∑ p, weight (pairAnn a p *ᵥ ψ) +
      ∑ p, weight ((number a (p, true) - number a (p, false)) *ᵥ ψ) := by
  rw [totalNumber, expect_sum, Fintype.sum_prod_type, Finset.mul_sum, ← Finset.sum_add_distrib]
  refine Finset.sum_congr rfl fun p _ => ?_
  have key := congrArg (fun A => expect A ψ) (number_add_number h p)
  simp only [expect_add, expect_adjoint_mul] at key
  rw [Fintype.sum_bool]
  linarith
```

The sharper inequality combines this split with `geminal_le_pairs`; `linarith` does the arithmetic.

```lean
/-- The geminal occupation plus half the mean of `(n_up - n_down)²`, summed over orbitals,
is at most half the mean particle number. -/
theorem geminal_add_unpaired_le {a : ι × Bool → Matrix n n ℂ} (h : CAR a) (c : ι → ℂ)
    (hc : ∑ p, ‖c p‖ ^ 2 = 1) (ψ : n → ℂ) :
    weight (geminal c a *ᵥ ψ) +
      (∑ p, weight ((number a (p, true) - number a (p, false)) *ᵥ ψ)) / 2 ≤
      expect (totalNumber a) ψ / 2 := by
  linarith [geminal_le_pairs c hc a ψ, expect_totalNumber h ψ]
```

Dropping the non-negative single-occupation term gives the linear bound.

```lean
/-- Yang's linear bound for paired geminals: the occupation of a normalised paired geminal
is at most half the mean particle number. -/
theorem yang_linear_bound {a : ι × Bool → Matrix n n ℂ} (h : CAR a) (c : ι → ℂ)
    (hc : ∑ p, ‖c p‖ ^ 2 = 1) (ψ : n → ℂ) :
    weight (geminal c a *ᵥ ψ) ≤ expect (totalNumber a) ψ / 2 := by
  have h2 : 0 ≤ ∑ p, weight ((number a (p, true) - number a (p, false)) *ᵥ ψ) :=
    Finset.sum_nonneg fun p _ => Finset.sum_nonneg fun x _ => sq_nonneg _
  linarith [geminal_add_unpaired_le h c hc ψ]
```

The theorem concerns a vector $\psi$ in a finite-dimensional space and holds for any particle number, fixed or fluctuating. A geminal containing terms such as $a_{p\downarrow}a_{q\uparrow}$ with $p\ne q$ is not of the form `geminal c a` in the given basis. The bound also takes no account of how many orbitals are available, although a finite orbital space restricts the occupation further once there are more than two electrons.

## One doubly occupied orbital reaches the bound

Explicit matrices show that the relations can be satisfied and that the constant $\frac12$ is the best possible. The basis states are empty, up, down and doubly occupied. The entry $-1$ is the fermionic sign that arises when the down electron is removed from the doubly occupied state.

```lean
/-- Annihilation matrices of one orbital in the basis empty, up, down, doubly occupied. -/
def site : Unit × Bool → Matrix (Fin 4) (Fin 4) ℂ
  | (_, true) => !![0, 1, 0, 0; 0, 0, 0, 0; 0, 0, 0, 1; 0, 0, 0, 0]
  | (_, false) => !![0, 0, 1, 0; 0, 0, 0, -1; 0, 0, 0, 0; 0, 0, 0, 0]

/-- The doubly occupied state of one orbital. -/
def filled : Fin 4 → ℂ := ![0, 0, 0, 1]
```

The relations are checked entry by entry.

```lean
/-- The one-orbital matrices satisfy the anticommutation relations. -/
theorem site_witness : CAR site := by
  refine ⟨?_, ?_, ?_⟩
  · rintro ⟨_, _ | _⟩ ⟨_, _ | _⟩ <;> ext i j <;>
      simp only [Matrix.add_apply, Matrix.mul_apply, Fin.sum_univ_four] <;>
      fin_cases i <;> fin_cases j <;> simp [site]
  · rintro ⟨_, _ | _⟩ <;> ext i j <;>
      simp only [Matrix.add_apply, Matrix.mul_apply, conjTranspose_apply, Fin.sum_univ_four] <;>
      fin_cases i <;> fin_cases j <;> simp [site]
  · rintro ⟨_, _ | _⟩ ⟨_, _ | _⟩ hst <;> ext i j <;>
      simp only [Matrix.add_apply, Matrix.mul_apply, conjTranspose_apply, Fin.sum_univ_four] <;>
      fin_cases i <;> fin_cases j <;> simp [site] at hst ⊢
```

With the single amplitude $c=1$, removing the up electron and then the down electron takes `filled` to the empty state, so the occupation is $1$. The two number operators contribute $1$ each, so the mean particle number is $2$ and the two sides of the linear bound agree.

```lean
/-- In the doubly occupied state of one orbital the geminal occupation is one and the mean particle
number is two. -/
theorem linear_bound_attained :
    weight (geminal (fun _ => 1) site *ᵥ filled) = 1 ∧
      expect (totalNumber site) filled = 2 := by
  have hu : ∀ p, site (p, true) *ᵥ filled = ![0, 0, 1, 0] := by
    intro p
    ext i
    simp only [Matrix.mulVec, dotProduct, Fin.sum_univ_four]
    fin_cases i <;> simp [site, filled]
  have hd : ∀ p, site (p, false) *ᵥ filled = ![0, -1, 0, 0] := by
    intro p
    ext i
    simp only [Matrix.mulVec, dotProduct, Fin.sum_univ_four]
    fin_cases i <;> simp [site, filled]
  have hb : ∀ p, site (p, false) *ᵥ ![0, 0, 1, 0] = ![1, 0, 0, 0] := by
    intro p
    ext i
    simp only [Matrix.mulVec, dotProduct, Fin.sum_univ_four]
    fin_cases i <;> simp [site]
  constructor
  · rw [geminal_mulVec]
    simp only [pairAnn, ← Matrix.mulVec_mulVec, hu, hb, one_smul, Finset.univ_unique,
      Finset.sum_singleton]
    simp [weight, Fin.sum_univ_four]
  · rw [totalNumber, expect_sum, Fintype.sum_prod_type]
    have hw1 : weight (![0, 0, 1, 0] : Fin 4 → ℂ) = 1 := by
      simp [weight, Fin.sum_univ_four]
    have hw2 : weight (![0, -1, 0, 0] : Fin 4 → ℂ) = 1 := by
      simp [weight, Fin.sum_univ_four]
    simp only [Fintype.sum_bool, number, expect_adjoint_mul, hu, hd, hw1, hw2]
    norm_num

end

end PairedGeminalBound
```

```lean
#print axioms PairedGeminalBound.yang_linear_bound
#print axioms PairedGeminalBound.linear_bound_attained
```

```
'PairedGeminalBound.yang_linear_bound' depends on axioms: [propext, Classical.choice, Quot.sound]
'PairedGeminalBound.linear_bound_attained' depends on axioms: [propext, Classical.choice, Quot.sound]
```
